# Mean upper-state population under the canonical mean-field weight for a positive gap: 1/a − 1/(eᵃ − 1)

In the mean-field (Ehrenfest) picture used here, the upper-state population x varies continuously over [0, 1] and carries the canonical weight exp(−a x), where a = βΔ is the gap in units of the thermal energy. The theorem `ehrenfestPopulation_eq` states that for a > 0 the mean of x, that is, the integral of x exp(−a x) over [0, 1] divided by the integral of exp(−a x), equals 1/a − 1/(eᵃ − 1). The proof takes closed forms for the two integrals from the preceding lemmas and multiplies through by the denominator, which must first be shown to be nonzero. What remains is algebra, resting on the identity `hv`, which says that 1/(eᵃ − 1) times 1 − e⁻ᵃ is e⁻ᵃ.

Lean 4 with Mathlib refuses this proof:

```lean
import Mathlib

open Filter Topology

namespace EhrenfestPopulationEq

noncomputable section

/-- Mean upper-state population `x ∈ [0,1]` under the canonical weight `exp (-a x)` of the
mean-field energy, where `a = βΔ` is the gap in units of the thermal energy. -/
def ehrenfestPopulation (a : ℝ) : ℝ :=
  (∫ x in (0 : ℝ)..1, x * Real.exp (-a * x)) / ∫ x in (0 : ℝ)..1, Real.exp (-a * x)

/-- The mean-field partition integral over populations, for a nonzero gap. -/
theorem partition_integral {a : ℝ} (ha : a ≠ 0) :
    ∫ x in (0 : ℝ)..1, Real.exp (-a * x) = (1 - Real.exp (-a)) / a := by
  have h : a * a⁻¹ = 1 := mul_inv_cancel₀ ha
  have hd : ∀ x : ℝ, HasDerivAt (fun y : ℝ => -a⁻¹ * Real.exp (-a * y))
      (Real.exp (-a * x)) x := fun x =>
    ((((hasDerivAt_id' x).const_mul (-a)).exp).const_mul (-a⁻¹)).congr_deriv
      (by linear_combination Real.exp (-a * x) * h)
  rw [intervalIntegral.integral_eq_sub_of_hasDerivAt (fun x _ => hd x)
    (Continuous.intervalIntegrable (by fun_prop) _ _)]
  simp only [mul_one, mul_zero, Real.exp_zero]
  ring

/-- The first moment of the population under the mean-field weight, for a nonzero gap. -/
theorem first_moment {a : ℝ} (ha : a ≠ 0) :
    ∫ x in (0 : ℝ)..1, x * Real.exp (-a * x)
      = 1 / a ^ 2 - (1 / a + 1 / a ^ 2) * Real.exp (-a) := by
  have h : a * a⁻¹ = 1 := mul_inv_cancel₀ ha
  have hd : ∀ x : ℝ, HasDerivAt (fun y : ℝ => (-a⁻¹ * y + -a⁻¹ ^ 2) * Real.exp (-a * y))
      (x * Real.exp (-a * x)) x := by
    intro x
    have h1 : HasDerivAt (fun y : ℝ => -a⁻¹ * y + -a⁻¹ ^ 2) (-a⁻¹ * 1) x :=
      ((hasDerivAt_id' x).const_mul (-a⁻¹)).add_const _
    exact (h1.fun_mul ((hasDerivAt_id' x).const_mul (-a)).exp).congr_deriv
      (by linear_combination (x + a⁻¹) * Real.exp (-a * x) * h)
  rw [intervalIntegral.integral_eq_sub_of_hasDerivAt (fun x _ => hd x)
    (Continuous.intervalIntegrable (by fun_prop) _ _)]
  simp only [mul_one, mul_zero, Real.exp_zero]
  ring

/-- For a positive gap the Ehrenfest population is `1/a - 1/(exp a - 1)`. -/
theorem ehrenfestPopulation_eq {a : ℝ} (ha : 0 < a) :
    ehrenfestPopulation a = 1 / a - 1 / (Real.exp a - 1) := by
  have hE : 1 < Real.exp a := by linarith [Real.add_one_le_exp a]
  have hE0 : Real.exp a ≠ 0 := (Real.exp_pos a).ne'
  have hE1 : Real.exp a - 1 ≠ 0 := (sub_pos.mpr hE).ne'
  have hZ : (1 - Real.exp (-a)) / a ≠ 0 := by
    have h : Real.exp (-a) < 1 := Real.exp_lt_one (by linarith)
    exact (div_pos (sub_pos.mpr h) ha).ne'
  -- the Bose-like factor comes from the upper end of the population interval
  have hv : 1 / (Real.exp a - 1) * (1 - Real.exp (-a)) = Real.exp (-a) := by
    rw [Real.exp_neg, one_div, inv_mul_eq_iff_eq_mul₀ hE1, sub_mul, mul_inv_cancel₀ hE0, one_mul]
  unfold ehrenfestPopulation
  rw [first_moment ha.ne', partition_integral ha.ne', div_eq_iff hZ]
  linear_combination (1 / a) * hv

end

end EhrenfestPopulationEq
```

The compiler's answer:

```
Main.lean:51:34: error(lean.unknownIdentifier): Unknown constant `Real.exp_lt_one`
```

What went wrong. The one error, `Unknown constant`, says that Lean finds no declaration called `Real.exp_lt_one` in the environment. The name was used in the proof of `hZ`, where the bound e⁻ᵃ < 1 serves to show that the denominator (1 − e⁻ᵃ)/a is positive and hence nonzero. The bound itself is true for a > 0; only the lemma cited for it is missing.

The repair uses `Real.exp_lt_one_iff`, which states that the exponential of a real number is below 1 exactly when that number is negative. Its direction `.mpr` turns a proof of `-a < 0` into the bound required, and `linarith` supplies that proof from `ha : 0 < a`.

The other change rewords the comment above `hv` so that it states the identity proved there. This is mere tidying and has no effect on whether the file compiles.

As a diff, the version that Lean accepts:

```diff
@@ -49,7 +49,7 @@
   have hE1 : Real.exp a - 1 ≠ 0 := (sub_pos.mpr hE).ne'
   have hZ : (1 - Real.exp (-a)) / a ≠ 0 := by
-    have h : Real.exp (-a) < 1 := Real.exp_lt_one (by linarith)
+    have h : Real.exp (-a) < 1 := Real.exp_lt_one_iff.mpr (by linarith)
     exact (div_pos (sub_pos.mpr h) ha).ne'
-  -- the Bose-like factor comes from the upper end of the population interval
+  -- the Bose-like factor times `1 - exp (-a)` is `exp (-a)`
   have hv : 1 / (Real.exp a - 1) * (1 - Real.exp (-a)) = Real.exp (-a) := by
     rw [Real.exp_neg, one_div, inv_mul_eq_iff_eq_mul₀ hE1, sub_mul, mul_inv_cancel₀ hE0, one_mul]
```
